# One mean-frequency mode per logarithmic bin underestimates the reorganisation energy of an Ohmic bath

A molecule or an impurity exchanges energy with a continuum of harmonic modes, described by a spectral density $J(w)$. When the system changes its state, the bath relaxes around the new one and releases the reorganisation energy, $\int J(w)/w\,dw$ up to a conventional prefactor, which is set to one here. Many simulation methods need discrete modes instead of a continuum. A logarithmic grid, with points $Wq^n$ for $0<q<1$, resolves low frequencies well, and each bin can be replaced by one mode that carries the bin's weight at its mean frequency. How much reorganisation energy survives?

For $J(w)=w$ on $(0,W]$ the modes together carry
$$W\,\frac{3}{4}\,\frac{(1+q)^2}{1+q+q^2}<W,$$
where $W$ is the exact value. The linear density stands for friction that does not depend on frequency, with unit coupling strength, and $W$ is the highest frequency in the bath.

## One bin and its mode

```lean
import Mathlib

open MeasureTheory Set Filter
open scoped Topology

namespace LogarithmicBath

noncomputable section
```

In what follows, `def` names a quantity and `theorem` names a proved statement. A theorem's hypotheses stand before the colon, its claim after it, and its proof after `:= by`. A spectral density is a function `J : ℝ → ℝ`.

```lean
/-- The weight `m0` of a frequency bin: the integral of the spectral density over it. -/
def binWeight (J : ℝ → ℝ) (a b : ℝ) : ℝ := ∫ w in a..b, J w
```

The weight of the bin from $a$ to $b$ is $m_0=\int_a^b J(w)\,dw$.

```lean
/-- The first moment `m1` of a frequency bin: the integral of `w J(w)` over it. -/
def binFirstMoment (J : ℝ → ℝ) (a b : ℝ) : ℝ := ∫ w in a..b, w * J w
```

The first moment is $m_1=\int_a^b w\,J(w)\,dw$.

```lean
/-- The frequency `m1 / m0` of the mode that replaces a bin, for bins of nonzero weight. -/
def modeFrequency (J : ℝ → ℝ) (a b : ℝ) : ℝ := binFirstMoment J a b / binWeight J a b
```

The replacement mode sits at the mean frequency $\Omega=m_1/m_0$.

```lean
/-- The reorganisation energy of the mode that replaces a bin, its weight divided by its
frequency, for bins of nonzero weight and nonzero first moment. -/
def modeReorganisation (J : ℝ → ℝ) (a b : ℝ) : ℝ := binWeight J a b / modeFrequency J a b
```

A single mode has the density $m_0\,\delta(w-\Omega)$. Putting this into $\int J/w$ gives $m_0/\Omega=m_0^2/m_1$.

```lean
/-- The exact reorganisation energy of the continuous bath between the frequencies `a` and `b`,
the integral of `J(w) / w`, for `0 ≤ a ≤ b` and `J(w) / w` integrable. -/
def bathReorganisation (J : ℝ → ℝ) (a b : ℝ) : ℝ := ∫ w in a..b, J w / w
```

This is the energy of the continuum itself between two frequencies, $R=\int_a^b J(w)/w\,dw$.

```lean
/-- The Ohmic spectral density `J(w) = w`. -/
def ohmic (w : ℝ) : ℝ := w
```

The Ohmic density is the identity function. The cutoff is not part of it; it enters later as the upper limit of integration.

## A single mode falls short on every bin

```lean
/-- For a continuous, positive spectral density on a bin `[a, b]` with `0 < a < b`, the single
mode has strictly less reorganisation energy than the part of the bath it replaces. -/
theorem mode_lt_bath {J : ℝ → ℝ} {a b : ℝ} (ha : 0 < a) (hab : a < b)
    (hJ : ContinuousOn J (Icc a b)) (hpos : ∀ w ∈ Icc a b, 0 < J w) :
    modeReorganisation J a b < bathReorganisation J a b := by
  have hw : ∀ w ∈ Icc a b, 0 < w := fun w h => lt_of_lt_of_le ha h.1
  have hA : a ∈ Icc a b := left_mem_Icc.2 hab.le
  have hB : b ∈ Icc a b := right_mem_Icc.2 hab.le
  have c1 : ContinuousOn (fun w => w * J w) (Icc a b) := continuousOn_id.mul hJ
  have c2 : ContinuousOn (fun w => J w / w) (Icc a b) :=
    hJ.div continuousOn_id (fun w h => (hw w h).ne')
  obtain ⟨m0, h0⟩ : ∃ m, m = binWeight J a b := ⟨_, rfl⟩
  obtain ⟨m1, h1⟩ : ∃ m, m = binFirstMoment J a b := ⟨_, rfl⟩
  have e0 : ∫ w in a..b, J w = m0 := h0.symm
  have e1 : ∫ w in a..b, w * J w = m1 := h1.symm
  have p0 : 0 < m0 := by
    rw [← e0]
    exact intervalIntegral.integral_pos hab hJ
      (fun w h => (hpos w (Ioc_subset_Icc_self h)).le) ⟨a, hA, hpos a hA⟩
  have p1 : 0 < m1 := by
    rw [← e1]
    exact intervalIntegral.integral_pos hab c1
      (fun w h => (mul_pos (hw w (Ioc_subset_Icc_self h))
        (hpos w (Ioc_subset_Icc_self h))).le) ⟨a, hA, mul_pos ha (hpos a hA)⟩
  -- the integrand below is a weighted square
  have sq : ∀ w ∈ Icc a b, m1 ^ 2 * (J w / w) - 2 * m0 * m1 * J w + m0 ^ 2 * (w * J w)
      = J w / w * (m1 - m0 * w) ^ 2 := by
    intro w h
    have hs : J w / w * w = J w := div_mul_cancel₀ _ (hw w h).ne'
    linear_combination (2 * m0 * m1 - m0 ^ 2 * w) * hs
  have strict : ∀ w ∈ Icc a b, m1 - m0 * w ≠ 0 →
      0 < m1 ^ 2 * (J w / w) - 2 * m0 * m1 * J w + m0 ^ 2 * (w * J w) := by
    intro w h hne
    rw [sq w h]
    exact mul_pos (div_pos (hpos w h) (hw w h))
      (lt_of_le_of_ne (sq_nonneg _) (pow_ne_zero 2 hne).symm)
  have key : 0 < ∫ w in a..b,
      (m1 ^ 2 * (J w / w) - 2 * m0 * m1 * J w + m0 ^ 2 * (w * J w)) := by
    refine intervalIntegral.integral_pos hab
      (((continuousOn_const.mul c2).sub (continuousOn_const.mul hJ)).add
        (continuousOn_const.mul c1)) ?_ ?_
    · intro w h
      have h' := Ioc_subset_Icc_self h
      rw [sq w h']
      exact mul_nonneg (div_pos (hpos w h') (hw w h')).le (sq_nonneg _)
    · -- the square cannot vanish at both ends of the bin
      by_cases h : m1 - m0 * a = 0
      · refine ⟨b, hB, strict b hB fun h' => ?_⟩
        have hz : m0 * (b - a) = 0 := by linear_combination h - h'
        exact (mul_pos p0 (sub_pos.2 hab)).ne' hz
      · exact ⟨a, hA, strict a hA h⟩
  have k2 : IntervalIntegrable (fun w => m1 ^ 2 * (J w / w)) volume a b :=
    (c2.intervalIntegrable_of_Icc hab.le).const_mul _
  have k0 : IntervalIntegrable (fun w => 2 * m0 * m1 * J w) volume a b :=
    (hJ.intervalIntegrable_of_Icc hab.le).const_mul _
  have k1 : IntervalIntegrable (fun w => m0 ^ 2 * (w * J w)) volume a b :=
    (c1.intervalIntegrable_of_Icc hab.le).const_mul _
  have k20 : IntervalIntegrable (fun w => m1 ^ 2 * (J w / w) - 2 * m0 * m1 * J w)
      volume a b := k2.sub k0
  rw [intervalIntegral.integral_add k20 k1, intervalIntegral.integral_sub k2 k0,
    intervalIntegral.integral_const_mul, intervalIntegral.integral_const_mul,
    intervalIntegral.integral_const_mul, e0, e1] at key
  simp only [modeReorganisation, modeFrequency, bathReorganisation]
  rw [← h0, ← h1, div_div_eq_mul_div, div_lt_iff₀ p1]
  have hprod : 0 < m1 * ((∫ w in a..b, J w / w) * m1 - m0 * m0) := by
    linear_combination key
  have hfac := (mul_pos_iff_of_pos_left p1).1 hprod
  linarith
```

The statement reads: if $0<a<b$ and $J$ is continuous and positive on the closed interval $[a,b]$, written `Icc a b`, then $m_0^2/m_1<R$. The density need not be Ohmic.

By hand, one integrates a weighted square:
$$0<\int_a^b\frac{J(w)}{w}\,(m_1-m_0w)^2\,dw=m_1^2R-2m_0m_1\cdot m_0+m_0^2\,m_1=m_1\,(m_1R-m_0^2).$$
Since $m_1>0$, it follows that $m_1R>m_0^2$, which is the claim. The integral is strictly positive because the square vanishes only at $w=m_1/m_0$.

The proof takes the same route. The lines `p0` and `p1` establish $m_0>0$ and $m_1>0$, `sq` expands the square, and `key` is the positive integral. Linearity then splits `key` into the three known integrals, `hprod` is the factored form on the right, and `hfac` removes the factor $m_1$.

The Mathlib lemma that supplies strictness is `intervalIntegral.integral_pos`. A non-negative integrand alone would give only $\ge 0$, and one positive value proves nothing for a general function, since a point has no length. For a continuous function, a positive value persists on a small neighbourhood, and that has length. The lemma therefore asks for four things: $a<b$, continuity on $[a,b]$, non-negativity, and one point of $[a,b]$ where the function is positive. An endpoint will do. The proof offers $a$, unless the square vanishes there, in which case it offers $b$. The square can't vanish at both, because subtracting the two equations would give $m_0(b-a)=0$.

## The Ohmic bath, exactly and bin by bin

```lean
/-- The exact reorganisation energy of the Ohmic bath with cutoff `W > 0` is `W`. -/
theorem ohmic_bath {W : ℝ} (hW : 0 < W) : bathReorganisation ohmic 0 W = W := by
  have h : ∫ w in (0 : ℝ)..W, ohmic w / w = ∫ _w in (0 : ℝ)..W, (1 : ℝ) := by
    refine intervalIntegral.integral_congr_ae (Eventually.of_forall fun w hw => ?_)
    rw [uIoc_of_le hW.le] at hw
    exact div_self hw.1.ne'
  rw [bathReorganisation, h]
  simp
```

The exact energy is $\int_0^W (w/w)\,dw=\int_0^W 1\,dw=W$. The proof replaces the integrand by $1$ on $(0,W]$, where $w$ is positive.

```lean
/-- Reorganisation energy of the mode that replaces the Ohmic bin from `b q` to `b`, for
`b > 0` and `0 < q < 1`. -/
theorem ohmic_mode {b q : ℝ} (hb : 0 < b) (hq0 : 0 < q) (hq1 : q < 1) :
    modeReorganisation ohmic (b * q) b
      = b * (1 - q) * (3 / 4 * (1 + q) ^ 2 / (1 + q + q ^ 2)) := by
  have hd : 0 < 1 - q := sub_pos.2 hq1
  have hX : 0 < 1 + q + q ^ 2 := by positivity
  have e0 : binWeight ohmic (b * q) b = b ^ 2 * (1 - q) * (1 + q) / 2 := by
    simp only [binWeight, ohmic, integral_id]
    ring
  have e1 : binFirstMoment ohmic (b * q) b = b ^ 3 * (1 - q) * (1 + q + q ^ 2) / 3 := by
    simp only [binFirstMoment, ohmic, ← pow_two, integral_pow]
    push_cast
    ring
  have hm : b ^ 3 * (1 - q) * (1 + q + q ^ 2) / 3 ≠ 0 := by positivity
  have hs : (1 + q) ^ 2 / (1 + q + q ^ 2) * (1 + q + q ^ 2) = (1 + q) ^ 2 :=
    div_mul_cancel₀ _ hX.ne'
  rw [modeReorganisation, modeFrequency, e0, e1, div_div_eq_mul_div, div_eq_iff hm]
  linear_combination (-(b ^ 4 * (1 - q) ^ 2 / 4)) * hs
```

For the bin from $bq$ to $b$ the moments are
$$m_0=\frac{b^2(1-q^2)}{2},\qquad m_1=\frac{b^3(1-q^3)}{3}.$$
Hence
$$\frac{m_0^2}{m_1}=\frac{3b}{4}\,\frac{(1-q^2)^2}{1-q^3}=b(1-q)\,C,\qquad C=\frac34\,\frac{(1+q)^2}{1+q+q^2},$$
after one factor $1-q$ has been cancelled. The exact energy of this bin is its width $b(1-q)$, so $C$ is the fraction that the mode retains, and it is the same for every bin.

In the proof, `e0` and `e1` are the two moments in factored form. The closing `linear_combination` names a multiple of a known equation and lets Lean confirm that the rest is algebra.

## Summing over the grid

```lean
/-- Logarithmic discretisation of the Ohmic bath with cutoff `W > 0` and ratio `0 < q < 1`: the
reorganisation energies of the modes sum to `W (3/4) (1 + q)² / (1 + q + q²)`, which is strictly
below the exact reorganisation energy of the bath. -/
theorem logarithmic_reorganisation {W q : ℝ} (hW : 0 < W) (hq0 : 0 < q) (hq1 : q < 1) :
    HasSum (fun n : ℕ => modeReorganisation ohmic (W * q ^ (n + 1)) (W * q ^ n))
      (W * (3 / 4 * (1 + q) ^ 2 / (1 + q + q ^ 2))) ∧
    W * (3 / 4 * (1 + q) ^ 2 / (1 + q + q ^ 2)) < bathReorganisation ohmic 0 W := by
  have hd : 0 < 1 - q := sub_pos.2 hq1
  have hX : 0 < 1 + q + q ^ 2 := by positivity
  constructor
  · -- the bins are scaled copies of each other, so the energies form a geometric series
    have hf : (fun n : ℕ => modeReorganisation ohmic (W * q ^ (n + 1)) (W * q ^ n))
        = fun n : ℕ => W * (1 - q) * (3 / 4 * (1 + q) ^ 2 / (1 + q + q ^ 2)) * q ^ n := by
      funext n
      have hb : 0 < W * q ^ n := by positivity
      have e : W * q ^ (n + 1) = W * q ^ n * q := by ring
      rw [e, ohmic_mode hb hq0 hq1]
      ring
    have hv : W * (1 - q) * (3 / 4 * (1 + q) ^ 2 / (1 + q + q ^ 2)) * (1 - q)⁻¹
        = W * (3 / 4 * (1 + q) ^ 2 / (1 + q + q ^ 2)) := by
      have hc : (1 - q) * (1 - q)⁻¹ = 1 := mul_inv_cancel₀ hd.ne'
      linear_combination (W * (3 / 4 * (1 + q) ^ 2 / (1 + q + q ^ 2))) * hc
    rw [hf, ← hv]
    exact (hasSum_geometric_of_lt_one hq0.le hq1).mul_left _
  · rw [ohmic_bath hW]
    have hC : 3 / 4 * (1 + q) ^ 2 / (1 + q + q ^ 2) < 1 := by
      rw [div_lt_one hX]
      nlinarith [pow_pos hd 2]
    exact mul_lt_of_lt_one_right hW hC
```

Bin $n$ runs from $Wq^{n+1}$ to $Wq^n$, so $n=0$ is the bin with the highest frequencies. The theorem has two parts, joined by `∧`. The first uses `HasSum`, which says that the infinite series converges and that its sum is the stated number. The second says that this number lies strictly below the exact energy.

For the first part, set $b=Wq^n$ in the formula for one bin:
$$\sum_{n=0}^{\infty}Wq^n(1-q)\,C=W(1-q)\,C\cdot\frac{1}{1-q}=WC.$$
In the code, `hf` rewrites the mode energies as a geometric series, `hv` cancels $1-q$, and `hasSum_geometric_of_lt_one` provides the sum.

For the second part, $C<1$ means $3(1+q)^2<4(1+q+q^2)$, and the difference of the two sides is
$$4(1+q+q^2)-3(1+q)^2=1-2q+q^2=(1-q)^2>0.$$
The tactic `nlinarith` receives the positivity of $(1-q)^2$ and finishes the inequality. This part uses the closed form and doesn't call on the general theorem about a single bin.

```lean
/-- The reorganisation energy lost by the discretisation, for `W > 0` and `0 < q < 1`, is
`(W/4) (1 - q)² / (1 + q + q²)`. -/
theorem missing_reorganisation {W q : ℝ} (hW : 0 < W) (hq0 : 0 < q) (hq1 : q < 1) :
    bathReorganisation ohmic 0 W
        - ∑' n : ℕ, modeReorganisation ohmic (W * q ^ (n + 1)) (W * q ^ n)
      = W / 4 * ((1 - q) ^ 2 / (1 + q + q ^ 2)) := by
  have hX : 0 < 1 + q + q ^ 2 := by positivity
  have hx : (1 + q + q ^ 2) * (1 + q + q ^ 2)⁻¹ = 1 := mul_inv_cancel₀ hX.ne'
  rw [(logarithmic_reorganisation hW hq0 hq1).1.tsum_eq, ohmic_bath hW]
  linear_combination (-W) * hx
```

The same difference gives the size of the deficit:
$$W-WC=\frac W4\,\frac{(1-q)^2}{1+q+q^2}.$$
The symbol `∑'` denotes the value of an infinite sum. Mathlib assigns it zero when the series diverges, so the proof first takes the convergence from the preceding theorem and then subtracts.

Take $W=1$ and $q=\tfrac12$. The top bin $[\tfrac12,1]$ has $m_0=\tfrac38$ and $m_1=\tfrac{7}{24}$. Its mode therefore has frequency $\tfrac79$ and energy
$$\frac{9}{64}\cdot\frac{24}{7}=\frac{27}{56},$$
against the exact $\tfrac12=\tfrac{28}{56}$. Each further bin contributes half as much as the one before, so the total is $\tfrac{27}{28}$. The missing $\tfrac1{28}$ is about 3.6 per cent, and the formula agrees: $\tfrac14\cdot\tfrac14\big/\tfrac74=\tfrac1{28}$.

## Refining the grid

```lean
/-- As the ratio `q` tends to `1` from below, the discretised reorganisation energy tends to the
exact one, for every cutoff `W > 0`. -/
theorem continuum_limit {W : ℝ} (hW : 0 < W) :
    Tendsto (fun q : ℝ => ∑' n : ℕ, modeReorganisation ohmic (W * q ^ (n + 1)) (W * q ^ n))
      (𝓝[<] 1) (𝓝 (bathReorganisation ohmic 0 W)) := by
  have hc : ContinuousAt
      (fun q : ℝ => W * (3 / 4 * (1 + q) ^ 2 / (1 + q + q ^ 2))) 1 :=
    ContinuousAt.mul continuousAt_const
      (ContinuousAt.div (by fun_prop) (by fun_prop) (by norm_num))
  have h : Tendsto (fun q : ℝ => W * (3 / 4 * (1 + q) ^ 2 / (1 + q + q ^ 2)))
      (𝓝[<] 1) (𝓝 (W * (3 / 4 * (1 + 1) ^ 2 / (1 + 1 + 1 ^ 2)))) :=
    hc.tendsto.mono_left nhdsWithin_le_nhds
  have h1 : W * (3 / 4 * (1 + 1) ^ 2 / (1 + 1 + 1 ^ 2)) = W := by norm_num
  rw [h1] at h
  rw [ohmic_bath hW]
  -- near 1 from below the sum agrees with its closed form
  refine h.congr' ?_
  filter_upwards [Ioo_mem_nhdsLT (show (0 : ℝ) < 1 by norm_num)] with q hq
  exact (logarithmic_reorganisation hW hq.1 hq.2).1.tsum_eq.symm

end

end LogarithmicBath
```

`Tendsto` expresses a limit, and `𝓝[<] 1` means that $q$ approaches $1$ from below. The claim is that, at fixed $W$, the summed energy of the modes tends to the exact one. By hand, the closed form $WC$ is continuous at $q=1$, where it equals $W\cdot\tfrac34\cdot\tfrac43=W$. The proof computes this limit and then transfers it to the series, since the two agree for all $q$ in $(0,1)$.

For simulations of open quantum systems with a harmonic bath, this gives the bias in one static quantity, for an Ohmic density with a sharp cutoff and infinitely many modes. If a calculation keeps only the first few of these modes and drops the rest, it loses the energy of the remaining low-frequency bins as well. The theorems say nothing about correlation functions or the system's dynamics, and the closed formula is derived here for the linear density only.

```lean
#print axioms LogarithmicBath.mode_lt_bath
-- 'LogarithmicBath.mode_lt_bath' depends on axioms: [propext, Classical.choice, Quot.sound]
#print axioms LogarithmicBath.logarithmic_reorganisation
-- 'LogarithmicBath.logarithmic_reorganisation' depends on axioms: [propext, Classical.choice, Quot.sound]
#print axioms LogarithmicBath.missing_reorganisation
-- 'LogarithmicBath.missing_reorganisation' depends on axioms: [propext, Classical.choice, Quot.sound]
#print axioms LogarithmicBath.continuum_limit
-- 'LogarithmicBath.continuum_limit' depends on axioms: [propext, Classical.choice, Quot.sound]
```
